# The total pair energy of N equivalent sites on a ring is N/2 times one site's interaction energy with all the others

The lemma `pair_sum` takes a real function `h` with h(N − k) = h(k) for 0 < k < N, and states that the sum of h(j − i) over all pairs 0 ≤ i < j < N equals N/2 times the sum of h(k) from k = 1 to N − 1. In physics, h(k) can be read as the interaction energy of two sites k steps apart on a finite ring of N equivalent sites, where going round the other way gives the same energy; no particular form of the interaction is assumed. The attempt uses `partial_sum` with `e = 1` to show that, for each j < N, the first N − 1 − j terms and the first j terms of the sequence h(1), h(2), … together add up to the full sum over separations. Summing over j and reflecting the order of summation makes the two parts equal, so twice the pair sum is N times the full sum.

Lean 4 with Mathlib refuses this proof:

```lean
import Mathlib

open Real Finset

namespace PairSum

noncomputable section

lemma partial_sum {N : ℕ} {h : ℕ → ℝ} {e : ℝ}
    (hh : ∀ k, 0 < k → k < N → h (N - k) = e * h k) (M : ℕ) (hM : M < N) :
    ∑ k ∈ range (N - 1 - M), h (k + 1) + e * ∑ k ∈ range M, h (k + 1)
      = ∑ k ∈ range (N - 1), h (k + 1) := by
  induction M with
  | zero => simp
  | succ M ih =>
    have ih' := ih (by omega)
    have e1 : N - 1 - M = N - 1 - (M + 1) + 1 := by omega
    have e2 : N - 1 - (M + 1) + 1 = N - (M + 1) := by omega
    rw [e1, Finset.sum_range_succ, e2, hh (M + 1) (by omega) hM] at ih'
    rw [Finset.sum_range_succ (fun k => h (k + 1)) M]
    linear_combination ih'

lemma sum_reverse (h : ℕ → ℝ) (m : ℕ) :
    ∑ i ∈ range m, h (m - i) = ∑ k ∈ range m, h (k + 1) := by
  refine Eq.trans (Finset.sum_congr rfl fun i hi => ?_)
    (Finset.sum_range_reflect (fun k => h (k + 1)) m)
  have := Finset.mem_range.1 hi
  show h (m - i) = h (m - 1 - i + 1)
  exact congrArg h (by omega)

lemma pair_sum {N : ℕ} {h : ℕ → ℝ} (hh : ∀ k, 0 < k → k < N → h (N - k) = h k) :
    ∑ j ∈ range N, ∑ i ∈ range j, h (j - i) = N / 2 * ∑ k ∈ Ico 1 N, h k := by
  have hT : ∑ k ∈ Ico 1 N, h k = ∑ k ∈ range (N - 1), h (k + 1) := by
    rw [Finset.sum_Ico_eq_sum_range]
    exact Finset.sum_congr rfl fun k _ => congrArg h (by omega)
  have h1 : ∑ j ∈ range N, (∑ k ∈ range (N - 1 - j), h (k + 1) + ∑ k ∈ range j, h (k + 1))
      = ∑ _j ∈ range N, ∑ k ∈ range (N - 1), h (k + 1) :=
    Finset.sum_congr rfl fun j hj => by
      have := partial_sum (e := 1) (fun k a b => by rw [hh k a b, one_mul]) j
        (Finset.mem_range.1 hj)
      rwa [one_mul] at this
  have h2 := Finset.sum_range_reflect (fun j => ∑ k ∈ range j, h (k + 1)) N
  rw [Finset.sum_add_distrib, Finset.sum_const, Finset.card_range, nsmul_eq_mul] at h1
  simp only [sum_reverse]
  rw [hT]
  linarith

end

end PairSum
```

The compiler's answer:

```
Main.lean:39:56: error: Tactic `rewrite` failed: Did not find an occurrence of the pattern
  h (N - k)
in the target expression
  ?m.201 (N - k) = 1 * ?m.201 k

N : ℕ
h : ℕ → ℝ
hh : ∀ (k : ℕ), 0 < k → k < N → h (N - k) = h k
hT : ∑ k ∈ Ico 1 N, h k = ∑ k ∈ range (N - 1), h (k + 1)
j : ℕ
hj : j ∈ range N
k : ℕ
a : 0 < k
b : k < N
⊢ ?m.201 (N - k) = 1 * ?m.201 k
Main.lean:38:37: error: unsolved goals
N : ℕ
h : ℕ → ℝ
hh : ∀ (k : ℕ), 0 < k → k < N → h (N - k) = h k
hT : ∑ k ∈ Ico 1 N, h k = ∑ k ∈ range (N - 1), h (k + 1)
j : ℕ
hj : j ∈ range N
⊢ ∑ k ∈ range (N - 1 - j), h (k + 1) + ∑ k ∈ range j, h (k + 1) = ∑ k ∈ range (N - 1), h (k + 1)
```

Diagnosis. The first message says that `rw [hh k a b, one_mul]` could not find `h (N - k)` in its goal. The goal has `?m.201 (N - k)` instead: the function is still an unknown. In `partial_sum`, `h` is an implicit argument, and nothing in this call fixes it. The arguments `j` and `Finset.mem_range.1 hj` settle only `M` and `N`, the `have` states no type, and the hypothesis that mentions the function is itself to be proved by the `rw`. The rewrite looks for the actual `h` and does not fill in the unknown to make a match.

The second message follows from the first. As the `have` failed, the equation for this `j` was left unproved.

The diff's one change, `(h := h)`, names the function outright. The inner goal becomes `h (N - k) = 1 * h k`, which `hh k a b` and `one_mul` reduce to an identity that `rw` closes. The `have` then succeeds, and the existing `rwa [one_mul] at this` proves the outer goal.

After these edits no error is left:

```diff
@@ -37,5 +37,5 @@
       = ∑ _j ∈ range N, ∑ k ∈ range (N - 1), h (k + 1) :=
     Finset.sum_congr rfl fun j hj => by
-      have := partial_sum (e := 1) (fun k a b => by rw [hh k a b, one_mul]) j
+      have := partial_sum (h := h) (e := 1) (fun k a b => by rw [hh k a b, one_mul]) j
         (Finset.mem_range.1 hj)
       rwa [one_mul] at this
```
